# Filling the lowest levels minimises the sum of level energies times occupations, for occupations between zero and one with fixed total

The declaration concerns a non-interacting model with finitely many levels of fixed real energies `e i`, where the energy is the sum of each level's energy times its occupation. Let `s` be a set of levels none of which lies higher than any level outside it. The theorem says that filling `s` completely and leaving the rest empty costs no more energy than any occupations `d i` between zero and one whose total is the number of levels in `s`. The proof picks a chemical potential `μ` with the levels of `s` at or below it and the others at or above it, and shows that the sum of `(e i - μ)` times the change in occupation is non-negative. Since both fillings have the same total, `μ` drops out and the inequality remains.

This version doesn't compile in Lean 4 with Mathlib:

```lean
import Mathlib

open Matrix

namespace FillingMinimal

noncomputable section

variable {ι : Type*} [Fintype ι] [DecidableEq ι]

/-- Among occupations between zero and one with a fixed total, full occupation of levels that
lie no higher than the empty ones has the least energy. -/
theorem filling_minimal (e d : ι → ℝ) (s : Finset ι) (he : ∀ i ∈ s, ∀ j ∉ s, e i ≤ e j)
    (hd : ∀ i, 0 ≤ d i ∧ d i ≤ 1) (hsum : ∑ i, d i = s.card) :
    ∑ i, e i * (if i ∈ s then 1 else 0) ≤ ∑ i, e i * d i := by
  -- a chemical potential between occupied and empty levels
  obtain ⟨μ, h1, h2⟩ : ∃ μ : ℝ, (∀ i ∈ s, e i ≤ μ) ∧ ∀ j ∉ s, μ ≤ e j := by
    rcases s.eq_empty_or_nonempty with rfl | hs
    · refine ⟨-∑ i, |e i|, by simp, fun j _ => ?_⟩
      have h := Finset.single_le_sum (f := fun i => |e i|) (fun i _ => abs_nonneg (e i))
        (Finset.mem_univ j)
      have h' := neg_abs_le (e j)
      dsimp only at h
      linarith
    · obtain ⟨k, hk, hmax⟩ := s.exists_max_image e hs
      exact ⟨e k, hmax, fun j hj => he k hk j hj⟩
  have h : 0 ≤ ∑ i, (e i - μ) * (d i - (if i ∈ s then 1 else 0)) := by
    refine Finset.sum_nonneg fun i _ => ?_
    by_cases hi : i ∈ s
    · rw [if_pos hi]
      nlinarith [h1 i hi, (hd i).2]
    · rw [if_neg hi, sub_zero]
      exact mul_nonneg (sub_nonneg.mpr (h2 i hi)) (hd i).1
  have hs : ∑ i, (if i ∈ s then (1 : ℝ) else 0) = s.card := by simp
  simp only [sub_mul, mul_sub, Finset.sum_sub_distrib, ← Finset.mul_sum] at h
  rw [hsum, hs] at h
  linarith

end

end FillingMinimal
```

The compiler's answer:

```
Main.lean:23:6: error: `dsimp` made no progress
```

Cause. The error arises in the case where `s` is empty, in which `μ` is chosen as minus the sum of all `|e i|` and must be shown to lie at or below each `e j`. The fact `h` comes from `Finset.single_le_sum` with the function `fun i => |e i|` supplied explicitly. `dsimp only at h` could have served to simplify that function applied to `j` into `|e j|`, but the message says that it found nothing to change: `h` already reads as `|e j|` being at most the sum. Lean treats a `dsimp` call that changes nothing as an error, so the proof fails there although nothing is wrong with the mathematics.

The diff deletes that line. `linarith` then combines `h` with `h'`, which says that `-|e j|` is at most `e j`, to get the required bound.

This version goes through:

```diff
@@ -21,5 +21,4 @@
         (Finset.mem_univ j)
       have h' := neg_abs_le (e j)
-      dsimp only at h
       linarith
     · obtain ⟨k, hk, hmax⟩ := s.exists_max_image e hs
```
